# Where V is differentiable and |E − V| ≤ c², the large Dirac component obeys the radial Schrödinger equation up to an explicit 1/c² residual

Units are Hartree atomic units, so the electron mass and $\hbar$ are 1 and $c$ is the inverse fine-structure constant $1/\alpha$. The electron moves in a spherical local potential $V(r)$, and its energy $E$ is counted from the rest energy. The large and small radial components $P$ and $Q$ already carry the factor $r$. With the mass factor

$$M(r) = 1 + \frac{E-V(r)}{2c^2},$$

the radial Dirac equations at all radii $r>R\ge 0$ are

$$P' = 2cM\,Q - \frac{\kappa}{r}P, \qquad Q' = \frac{\kappa}{r}Q + \frac{V-E}{c}P .$$

The quantum number $\kappa$ is $l$ for $j=l-\tfrac12$ (with $l\ge1$) and $-(l+1)$ for $j=l+\tfrac12$. In both cases $\kappa(\kappa+1)=l(l+1)$, the usual centrifugal coefficient. Two abbreviations are used throughout:

$$S = P' + \frac{\kappa}{r}P, \qquad \mathcal R = P'' - \frac{\kappa(\kappa+1)}{r^2}P - 2(V-E)P .$$

The Schrödinger residual $\mathcal R$ is zero where $P$ satisfies the nonrelativistic radial equation at energy $E$.

## The exact equation and the residual bound

Let $c\neq0$. At a radius $r>R$ where $V$ is differentiable and $M\ne0$, the second derivative of $P$ exists and

$$P'' = \left[\frac{\kappa(\kappa+1)}{r^2} + 2M(V-E)\right]P + \frac{M'}{M}\,S .$$

Equivalently,

$$\mathcal R = -\frac{1}{c^2}\left[(E-V)^2P + \frac{V'}{2M}\,S\right].$$

If also $|E-V|\le A\le c^2$ and $|V'|\le B$ at that radius, then

$$|\mathcal R| \le \frac{A^2|P| + B|S|}{c^2}.$$

The condition $A\le c^2$ says that the local kinetic energy $E-V$ does not exceed the rest energy in magnitude. It keeps $M$ away from zero. Close to a point nucleus it fails, because $V$ diverges there. The condition alone does not make the residual small: where $|E-V|=c^2$ and $V'=0$, the residual has magnitude $c^2|P|$, half that of the Schrödinger term $2(V-E)P$. A small residual needs $|E-V|$ well below $c^2$.

## Pseudopotential generation from Dirac orbitals

A pseudopotential generator may solve the Dirac equation for the atom, keep $P$ outside a core radius, and invert a Schrödinger equation to obtain a potential for each $j$. Outside the core radius, wherever $P\neq0$, that inversion returns $V+\mathcal R/(2P)$ instead of $V$. For one electron in a fixed spherical local potential, the bound therefore controls the mismatch between the inverted potential and the true tail.

Multiplying $P$ and $Q$ by a constant scales both sides of the bound by the same factor, so a numerical check of the inequality does not depend on the normalisation of the orbital. Near a node of $P$ the quotient $\mathcal R/P$ can be large while $\mathcal R$ itself is small, so at a fixed normalisation the residual is the safer quantity to monitor.

Where $V'\neq0$, the term with $V'S$ depends explicitly on $\kappa$, so it generally differs between the two spin–orbit partners of the same $l\ge1$. Neglecting $\mathcal R$ in the tail neglects that difference too.

## Eliminating the small component

Differentiating the mass factor gives $M'=-V'/(2c^2)$. Differentiating the equation for $P$ gives

$$P'' = 2cM'Q + 2cMQ' - \frac{\kappa}{r}P' + \frac{\kappa}{r^2}P .$$

The equation for $P$ also says $2cMQ=S$. Hence

$$2cM'Q=\frac{M'}{M}S, \qquad 2cMQ' = \frac{\kappa}{r}S + 2M(V-E)P .$$

Since $\kappa S/r=\kappa P'/r+\kappa^2P/r^2$, the terms in $\kappa P'/r$ cancel. The remaining $\kappa^2P/r^2+\kappa P/r^2$ is the centrifugal term, and the exact equation follows.

Subtracting the Schrödinger terms leaves

$$\mathcal R = 2(M-1)(V-E)P + \frac{M'}{M}S .$$

Here $2(M-1)=(E-V)/c^2$ and $M'/M=-V'/(2Mc^2)$, which gives the stated form of $\mathcal R$.

For the bound, $E-V\ge-c^2$ implies $M\ge1-\tfrac12=\tfrac12$. Thus $2M\ge1$ and $|V'/(2M)|\le B$. With $(E-V)^2\le A^2$, the triangle inequality finishes the argument.

**Ionic tail.** Let $V=-Z/r$ for all $r>R>0$, with $Z\ge0$ the charge of the ion. Then

$$|E-V|\le |E|+\frac{Z}{R}, \qquad |V'|=\frac{Z}{r^2}\le\frac{Z}{R^2}.$$

These are admissible constants $A$ and $B$ as long as $|E|+Z/R\le c^2$.

**Constant potential.** At a radius where $V'=0$, the second term vanishes and $|\mathcal R|=(E-V)^2|P|/c^2$ exactly. The first term of the bound is therefore attained with $A=|E-V|$. If $V$ is constant over a region, with $\varepsilon=E-V$, the exact equation has squared wavenumber $k^2=2\varepsilon+\varepsilon^2/c^2$, the relativistic relation between momentum and kinetic energy. The residual is the contribution of its second term.

**A Coulomb solution.** Take $\kappa=-1$, $V=-Z/r$ with $Z>0$, and $\gamma\ge0$ with $c^2(1-\gamma^2)=Z^2$. A nodeless solution is

$$P=r^\gamma e^{-Zr}, \qquad Q=-bP, \qquad b=\frac{c(1-\gamma)}{Z}, \qquad E=c^2(\gamma-1).$$

To check it, note that $P'=(\gamma/r-Z)P$ and $2cM=c(1+\gamma)+Z/(cr)$. The definition of $b$ gives $bZ=c(1-\gamma)$ and $bc(1+\gamma)=Z$. The right-hand side of the first Dirac equation is then

$$\left[-Z-\frac{1-\gamma}{r}+\frac1r\right]P = P'.$$

That of the second is

$$\left[\frac{b}{r}-\frac{Z}{cr}+c(1-\gamma)\right]P = -b\left(\frac{\gamma}{r}-Z\right)P = Q'.$$

Since $0\le\gamma\le1$, the energy lies between $-c^2$ and 0, so $|E-V|\le c^2$ wherever $Z/r\le c^2$. These functions are unnormalised; $\int_0^\infty(P^2+Q^2)\,dr=1$ requires multiplying both by

$$\left[\frac{(1+\gamma)(2Z)^{2\gamma+1}}{2\,\Gamma(2\gamma+1)}\right]^{1/2}.$$

## The Lean file

```lean
import Mathlib

open Filter Topology

namespace DiracPseudopotentialEstimate

noncomputable section

/-- The position-dependent mass factor `M = 1 + (E - V) / (2 c^2)`. -/
def massFactor (c E : ℝ) (V : ℝ → ℝ) (r : ℝ) : ℝ := 1 + (E - V r) / (2 * c ^ 2)

/-- The radial Dirac equations for the large component `P` and the small component `Q`
at all radii beyond `R`, with the energy `E` counted from the rest energy. -/
structure IsRadialDirac (c κ E R : ℝ) (V P Q : ℝ → ℝ) : Prop where
  large : ∀ r, R < r →
    HasDerivAt P (2 * c * massFactor c E V r * Q r - κ * P r / r) r
  small : ∀ r, R < r →
    HasDerivAt Q (κ * Q r / r + (V r - E) / c * P r) r

/-- The first-order radial expression `P' + κ P / r`. -/
def radialSlope (κ : ℝ) (P : ℝ → ℝ) (r : ℝ) : ℝ := deriv P r + κ * P r / r

/-- The Schrödinger residual `P'' - κ(κ+1) P / r^2 - 2 (V - E) P`. -/
def schrodingerResidual (κ E : ℝ) (V P : ℝ → ℝ) (r : ℝ) : ℝ :=
  deriv (deriv P) r - κ * (κ + 1) / r ^ 2 * P r - 2 * (V r - E) * P r

/-- The mass factor changes with radius at the rate `-V' / (2 c^2)`. -/
theorem massFactor_hasDerivAt (c E : ℝ) {V : ℝ → ℝ} {V' r : ℝ}
    (hV : HasDerivAt V V' r) :
    HasDerivAt (massFactor c E V) (-V' / (2 * c ^ 2)) r :=
  ((hV.const_sub E).div_const (2 * c ^ 2)).const_add 1

/-- The large component of a radial Dirac solution is twice differentiable and obeys `P'' =
[κ(κ+1)/r^2 + 2M(V-E)] P + (M'/M)(P' + κP/r)` wherever `V` is differentiable and `M` is nonzero. -/
theorem large_component_equation {c κ E R r V' : ℝ} {V P Q : ℝ → ℝ}
    (h : IsRadialDirac c κ E R V P Q) (hc : c ≠ 0) (hR : 0 ≤ R) (hr : R < r)
    (hV : HasDerivAt V V' r) (hM0 : massFactor c E V r ≠ 0) :
    HasDerivAt (deriv P)
      ((κ * (κ + 1) / r ^ 2 + 2 * massFactor c E V r * (V r - E)) * P r
        + deriv (massFactor c E V) r / massFactor c E V r * radialSlope κ P r) r := by
  have hr0 : r ≠ 0 := (lt_of_le_of_lt hR hr).ne'
  have hM := massFactor_hasDerivAt c E hV
  -- near r, the first derivative is given by the large-component equation
  have hev : deriv P =ᶠ[𝓝 r]
      fun x => 2 * c * massFactor c E V x * Q x - κ * P x / x := by
    filter_upwards [Ioi_mem_nhds hr] with x hx
    exact (h.large x hx).deriv
  have h1 := ((hM.const_mul (2 * c)).fun_mul (h.small r hr)).fun_sub
    (((h.large r hr).const_mul κ).fun_div (hasDerivAt_id' r) hr0)
  -- differentiate once more and eliminate the small component
  refine (h1.congr_of_eventuallyEq hev).congr_deriv ?_
  simp only [radialSlope, (h.large r hr).deriv, hM.deriv]
  field_simp
  ring

/-- Where `V` is differentiable and `M` is nonzero, the Schrödinger residual of the large component
equals `-[(E-V)^2 P + V' (P' + κP/r) / (2M)] / c^2`. -/
theorem residual_eq {c κ E R r V' : ℝ} {V P Q : ℝ → ℝ}
    (h : IsRadialDirac c κ E R V P Q) (hc : c ≠ 0) (hR : 0 ≤ R) (hr : R < r)
    (hV : HasDerivAt V V' r) (hM0 : massFactor c E V r ≠ 0) :
    schrodingerResidual κ E V P r =
      -((E - V r) ^ 2 * P r + V' / (2 * massFactor c E V r) * radialSlope κ P r)
        / c ^ 2 := by
  have hVr : V r = E - 2 * c ^ 2 * (massFactor c E V r - 1) := by
    have h2 : 2 * c ^ 2 * ((E - V r) / (2 * c ^ 2)) = E - V r := by field_simp
    unfold massFactor
    linear_combination h2
  have hr0 : r ≠ 0 := (lt_of_le_of_lt hR hr).ne'
  unfold schrodingerResidual
  rw [(large_component_equation h hc hR hr hV hM0).deriv,
    (massFactor_hasDerivAt c E hV).deriv]
  generalize massFactor c E V r = m at hVr hM0 ⊢
  rw [hVr]
  field_simp
  ring

/-- Where `|E - V|` is at most `c^2`, the mass factor is at least one half. -/
theorem half_le_massFactor {c E r : ℝ} {V : ℝ → ℝ} (hc : c ≠ 0)
    (h : |E - V r| ≤ c ^ 2) : 1 / 2 ≤ massFactor c E V r := by
  have h1 : -(1 / 2) ≤ (E - V r) / (2 * c ^ 2) := by
    rw [le_div_iff₀ (by positivity)]
    linarith [(abs_le.1 h).1]
  unfold massFactor
  linarith

/-- Where `|E - V| ≤ A ≤ c^2` and `|V'| ≤ B`, the large component satisfies the
Schrödinger equation up to `(A^2 |P| + B |P' + κP/r|) / c^2`. -/
theorem schrodinger_residual_bound {c κ E R r V' A B : ℝ} {V P Q : ℝ → ℝ}
    (h : IsRadialDirac c κ E R V P Q) (hc : c ≠ 0) (hR : 0 ≤ R) (hr : R < r)
    (hV : HasDerivAt V V' r) (hA : |E - V r| ≤ A) (hAc : A ≤ c ^ 2) (hB : |V'| ≤ B) :
    |schrodingerResidual κ E V P r| ≤
      (A ^ 2 * |P r| + B * |radialSlope κ P r|) / c ^ 2 := by
  have hM := half_le_massFactor hc (hA.trans hAc)
  have hMpos : 0 < 2 * massFactor c E V r := by linarith
  have hB0 : 0 ≤ B := (abs_nonneg V').trans hB
  have h1 : |(E - V r) ^ 2| ≤ A ^ 2 := by
    rw [abs_pow]
    exact pow_le_pow_left₀ (abs_nonneg _) hA 2
  -- the lower bound on M controls the derivative term
  have h2 : |V' / (2 * massFactor c E V r)| ≤ B := by
    rw [abs_div, abs_of_pos hMpos, div_le_iff₀ hMpos]
    nlinarith [mul_nonneg hB0 (sub_nonneg.2 hM)]
  rw [residual_eq h hc hR hr hV (by linarith), abs_div, abs_neg,
    abs_of_nonneg (sq_nonneg c)]
  refine div_le_div_of_nonneg_right ?_ (sq_nonneg c)
  refine (abs_add_le _ _).trans ?_
  rw [abs_mul, abs_mul]
  exact add_le_add (mul_le_mul_of_nonneg_right h1 (abs_nonneg _))
    (mul_le_mul_of_nonneg_right h2 (abs_nonneg _))

/-- At a radius where the potential is stationary and `M` is nonzero, the magnitude of the
Schrödinger residual is exactly `(E-V)^2 |P| / c^2`. -/
theorem residual_at_stationary_potential {c κ E R r : ℝ} {V P Q : ℝ → ℝ}
    (h : IsRadialDirac c κ E R V P Q) (hc : c ≠ 0) (hR : 0 ≤ R) (hr : R < r)
    (hV : HasDerivAt V 0 r) (hM0 : massFactor c E V r ≠ 0) :
    |schrodingerResidual κ E V P r| = (E - V r) ^ 2 * |P r| / c ^ 2 := by
  rw [residual_eq h hc hR hr hV hM0, zero_div, zero_mul, add_zero, abs_div, abs_neg,
    abs_mul, abs_of_nonneg (sq_nonneg (E - V r)), abs_of_nonneg (sq_nonneg c)]

/-- Outside a core of radius `R` with ionic tail `V = -Z/r`, the residual bound holds
with `A = |E| + Z/R` and `B = Z/R^2`, provided `A ≤ c^2`. -/
theorem ionic_tail_bound {c κ E R r Z : ℝ} {V P Q : ℝ → ℝ}
    (h : IsRadialDirac c κ E R V P Q) (hc : c ≠ 0) (hR : 0 < R) (hr : R < r)
    (hZ : 0 ≤ Z) (hV : ∀ x, R < x → V x = -Z / x) (hAc : |E| + Z / R ≤ c ^ 2) :
    |schrodingerResidual κ E V P r| ≤
      ((|E| + Z / R) ^ 2 * |P r| + Z / R ^ 2 * |radialSlope κ P r|) / c ^ 2 := by
  have hr0 : 0 < r := hR.trans hr
  have hle : R ≤ r := hr.le
  have hev : V =ᶠ[𝓝 r] fun x => -Z * x⁻¹ := by
    filter_upwards [Ioi_mem_nhds hr] with x hx
    rw [hV x hx, div_eq_mul_inv]
  have hd : HasDerivAt V (Z / r ^ 2) r :=
    (((hasDerivAt_inv hr0.ne').const_mul (-Z)).congr_of_eventuallyEq hev).congr_deriv
      (by ring)
  refine schrodinger_residual_bound h hc hR.le hr hd ?_ hAc ?_
  · have h1 : Z / r ≤ Z / R := by gcongr
    have h2 : 0 ≤ Z / r := by positivity
    rw [hV r hr, neg_div, abs_le]
    constructor <;> linarith [neg_abs_le E, le_abs_self E]
  · rw [abs_of_nonneg (by positivity)]
    gcongr

/-- The radial function `r^γ exp(-Z r)`. -/
def coulombRadial (Z γ r : ℝ) : ℝ := r ^ γ * Real.exp (-Z * r)

/-- For `V = -Z/r` with `Z > 0`, `κ = -1`, `γ ≥ 0` and `c^2 (1 - γ^2) = Z^2`, the function `r^γ
exp(-Z r)` and its multiple by `-c(1-γ)/Z` solve the radial Dirac equations at energy `c^2 (γ - 1)`,
and `|E - V| ≤ c^2` wherever `Z/r ≤ c^2`. -/
theorem isRadialDirac_witness {c Z γ : ℝ} (hc : c ≠ 0) (hZ : 0 < Z) (hγ0 : 0 ≤ γ)
    (hγ : c ^ 2 * (1 - γ ^ 2) = Z ^ 2) :
    IsRadialDirac c (-1) (c ^ 2 * (γ - 1)) 0 (fun r => -Z / r) (coulombRadial Z γ)
      (fun r => -(c * (1 - γ) / Z) * coulombRadial Z γ r) ∧
    ∀ r, 0 < r → Z / r ≤ c ^ 2 → |c ^ 2 * (γ - 1) - -Z / r| ≤ c ^ 2 := by
  obtain ⟨b, hb⟩ : ∃ b, b = c * (1 - γ) / Z := ⟨_, rfl⟩
  rw [← hb]
  have hb1 : b * Z = c * (1 - γ) := by rw [hb]; field_simp
  have hb2 : b * c * (1 + γ) = Z := by
    apply mul_right_cancel₀ hZ.ne'
    linear_combination c * (1 + γ) * hb1 + hγ
  have hcc : c⁻¹ * c = 1 := inv_mul_cancel₀ hc
  have hf : ∀ r, 0 < r →
      HasDerivAt (coulombRadial Z γ) ((γ / r - Z) * coulombRadial Z γ r) r := by
    intro r hr
    have h := (Real.hasDerivAt_rpow_const (p := γ) (Or.inl hr.ne')).fun_mul
      (((hasDerivAt_id' r).const_mul (-Z)).exp)
    refine h.congr_deriv ?_
    rw [Real.rpow_sub_one hr.ne']
    simp only [coulombRadial]
    ring
  have hM : ∀ r, 0 < r → 2 * c * massFactor c (c ^ 2 * (γ - 1)) (fun r => -Z / r) r
      = c * (1 + γ) + Z * c⁻¹ * r⁻¹ := by
    intro r hr
    simp only [massFactor]
    first
      | (field_simp; done)
      | (field_simp; ring)
  refine ⟨⟨fun r hr => ?_, fun r hr => ?_⟩, fun r hr hZr => ?_⟩
  · refine (hf r hr).congr_deriv ?_
    simp only [hM r hr]
    linear_combination coulombRadial Z γ r * hb2
      + coulombRadial Z γ r * r⁻¹ * c⁻¹ * hb1
      + coulombRadial Z γ r * r⁻¹ * (1 - γ) * hcc
  · refine ((hf r hr).const_mul (-b)).congr_deriv ?_

    linear_combination coulombRadial Z γ r * hb1
      + c * (γ - 1) * coulombRadial Z γ r * hcc
      - r⁻¹ * c⁻¹ * coulombRadial Z γ r * hb2
      + b * (1 + γ) * r⁻¹ * coulombRadial Z γ r * hcc
  · have hc2 : 0 < c ^ 2 := by positivity
    have hγ1 : γ ≤ 1 := by
      by_contra hlt
      have h1 : 0 < γ ^ 2 - 1 := by nlinarith [not_le.1 hlt]
      nlinarith [mul_pos hc2 h1, sq_nonneg Z]
    have h2 : 0 ≤ Z / r := by positivity
    rw [neg_div, abs_le]
    constructor <;>
      nlinarith [mul_nonneg hc2.le hγ0, mul_nonneg hc2.le (sub_nonneg.2 hγ1)]

end

end DiracPseudopotentialEstimate
```

```lean
#print axioms DiracPseudopotentialEstimate.large_component_equation
-- 'DiracPseudopotentialEstimate.large_component_equation' depends on axioms: [propext, Classical.choice, Quot.sound]
#print axioms DiracPseudopotentialEstimate.residual_at_stationary_potential
-- 'DiracPseudopotentialEstimate.residual_at_stationary_potential' depends on axioms: [propext, Classical.choice, Quot.sound]
#print axioms DiracPseudopotentialEstimate.ionic_tail_bound
-- 'DiracPseudopotentialEstimate.ionic_tail_bound' depends on axioms: [propext, Classical.choice, Quot.sound]
```

## How the Lean statements and proofs correspond

`IsRadialDirac c κ E R V P Q` states that the two first-order equations hold at every radius beyond `R`. The functions `massFactor`, `radialSlope` and `schrodingerResidual` are $M$, $S$ and $\mathcal R$. All parameters are real numbers, so integer values of $\kappa$ are a special case. The hypothesis `HasDerivAt V V' r` says that $V$ has derivative `V'` at the single radius `r`; the potential may have a kink elsewhere.

`large_component_equation` proves that $P''$ exists as well as giving its value. This matters because Lean's `deriv` returns zero where a function has no derivative, and the residual is written with `deriv (deriv P)`. The step `hev` records that $P'$ equals the right-hand side of the first Dirac equation on a whole neighbourhood of `r`, which is what permits a second differentiation. The product and quotient rules form `h1`, and `field_simp` followed by `ring` carries out the elimination of $Q$.

`residual_eq` writes $V$ in terms of $M$ and reduces the subtraction to algebra. `half_le_massFactor` supplies $M\ge\tfrac12$. In `schrodinger_residual_bound`, `h1` and `h2` bound the two coefficients, and `abs_add_le` is the triangle inequality.

`residual_at_stationary_potential` sets `V'` to zero in the identity and assumes $M\neq0$ in place of $|E-V|\le c^2$. `ionic_tail_bound` derives $V'=Z/r^2$ from the assumed tail and applies the general bound. `isRadialDirac_witness` verifies the Coulomb solution, where `hb1` and `hb2` are the two relations for $b$.

## What the bound says about a pseudopotential, and what it leaves open

The estimate is pointwise. It becomes uniform over a region when the same $A$ and $B$ serve at every radius there. The right-hand side still contains $|P|$ and $|S|$, so an absolute error needs separate control of the orbital and its slope.

A small residual is not yet a small error in an orbital or an eigenvalue. Those errors also depend on boundary conditions, on the normalisation and on the stability of the radial problem. The norm carried by $Q$, which a code discards when it keeps only $P$, is not estimated either.

Treating the tail of $P$ as a Schrödinger solution in the true potential neglects $\mathcal R$, which carries an explicit factor $\alpha^2=1/c^2$. The theorems bound this residual for a given Dirac solution; constructing a pseudopotential and testing its transferability are separate tasks. The potential is fixed, local and spherical, so nonlocal exchange and self-consistent changes in $V$ lie beyond the model.
